# A two-state example where a bias error of at most d shifts a free-energy difference by exactly 2d

Two microstates, each its own bin, have biased probability 1/2 each, and unbiasing with a function v multiplies each state's weight by exp(βv) before normalising. `binning_error_sharp` states that, for β > 0 and d ≥ 0, replacing the bias (d, −d) by zero in both bins changes the bias by at most d at each state, yet changes the free-energy difference between the bins by exactly 2d in absolute value. The free energy of a bin is −1/β times the logarithm of its unbiased probability. The proof first shows, in `hF`, that the free-energy difference F(1) − F(0) equals v(0) − v(1) for any v, using `freeEnergy_sub` to cancel the normalisation, and then puts in the two choices of v.

Lean 4 with Mathlib refuses this proof:

```lean
import Mathlib

open Finset

namespace UmbrellaBinningError

noncomputable section

variable {Ω B : Type*} [Fintype Ω] [DecidableEq B]

/-- Unnormalised weight of bin `b` when the biased weights `p` are unbiased with the
function `v` at inverse temperature `β`. -/
def binWeight (p : Ω → ℝ) (β : ℝ) (v : Ω → ℝ) (ξ : Ω → B) (b : B) : ℝ :=
  ∑ x with ξ x = b, p x * Real.exp (β * v x)

/-- Probability of bin `b` after unbiasing with the function `v`. -/
def binProb (p : Ω → ℝ) (β : ℝ) (v : Ω → ℝ) (ξ : Ω → B) (b : B) : ℝ :=
  binWeight p β v ξ b / ∑ x, p x * Real.exp (β * v x)

/-- Free energy of bin `b` after unbiasing with the function `v`. -/
def freeEnergy (p : Ω → ℝ) (β : ℝ) (v : Ω → ℝ) (ξ : Ω → B) (b : B) : ℝ :=
  -(1 / β) * Real.log (binProb p β v ξ b)

/-- A bin that contains a microstate has positive unbiased weight. -/
theorem binWeight_pos {p : Ω → ℝ} (hp : ∀ x, 0 < p x) (β : ℝ) (v : Ω → ℝ)
    {ξ : Ω → B} {b : B} (hb : ∃ x, ξ x = b) : 0 < binWeight p β v ξ b := by
  obtain ⟨x, hx⟩ := hb
  unfold binWeight
  exact Finset.sum_pos (fun y _ => mul_pos (hp y) (Real.exp_pos _)) ⟨x, by simp [hx]⟩

/-- The normalisation cancels in the free-energy difference between two occupied bins. -/
theorem freeEnergy_sub {p : Ω → ℝ} (hp : ∀ x, 0 < p x) (β : ℝ) (v : Ω → ℝ)
    {ξ : Ω → B} {a b : B} (ha : ∃ x, ξ x = a) (hb : ∃ x, ξ x = b) :
    freeEnergy p β v ξ b - freeEnergy p β v ξ a =
      -(1 / β) * (Real.log (binWeight p β v ξ b) - Real.log (binWeight p β v ξ a)) := by
  have hWa := binWeight_pos hp β v ha
  have hWb := binWeight_pos hp β v hb
  obtain ⟨x, _⟩ := ha
  have hZ : 0 < ∑ x, p x * Real.exp (β * v x) :=
    Finset.sum_pos (fun y _ => mul_pos (hp y) (Real.exp_pos _)) ⟨x, Finset.mem_univ x⟩
  unfold freeEnergy binProb
  rw [Real.log_div hWb.ne' hZ.ne', Real.log_div hWa.ne' hZ.ne']
  ring

/-- Two equally weighted states, each its own bin, with bias `(d, -d)` and bin constant
zero: the constant is within `d` of the bias and the error is exactly `2 d`. -/
theorem binning_error_sharp {β d : ℝ} (hβ : 0 < β) (hd : 0 ≤ d) :
    (∀ x : Fin 2, |(![d, -d] : Fin 2 → ℝ) x - 0| ≤ d) ∧
    |(freeEnergy (fun _ : Fin 2 => (1 / 2 : ℝ)) β (fun _ => 0) id (1 : Fin 2)
        - freeEnergy (fun _ : Fin 2 => (1 / 2 : ℝ)) β (fun _ => 0) id (0 : Fin 2))
      - (freeEnergy (fun _ : Fin 2 => (1 / 2 : ℝ)) β ![d, -d] id (1 : Fin 2)
        - freeEnergy (fun _ : Fin 2 => (1 / 2 : ℝ)) β ![d, -d] id (0 : Fin 2))| = 2 * d := by
  have hL : ∀ (v : Fin 2 → ℝ) (b : Fin 2),
      Real.log (binWeight (fun _ : Fin 2 => (1 / 2 : ℝ)) β v id b)
        = Real.log (1 / 2) + β * v b := by
    intro v b
    have hW : binWeight (fun _ : Fin 2 => (1 / 2 : ℝ)) β v id b
        = 1 / 2 * Real.exp (β * v b) := by
      simp [binWeight, Finset.sum_filter]
    rw [hW, Real.log_mul (by norm_num) (Real.exp_ne_zero _), Real.log_exp]
  -- with equal biased weights the free-energy difference is the bias difference
  have hF : ∀ v : Fin 2 → ℝ,
      freeEnergy (fun _ : Fin 2 => (1 / 2 : ℝ)) β v id (1 : Fin 2)
        - freeEnergy (fun _ : Fin 2 => (1 / 2 : ℝ)) β v id (0 : Fin 2) = v 0 - v 1 := by
    intro v
    rw [freeEnergy_sub (fun _ => by norm_num) β v ⟨0, rfl⟩ ⟨1, rfl⟩, hL, hL]
    have hc : 1 / β * β = 1 := one_div_mul_cancel hβ.ne'
    linear_combination (v 0 - v 1) * hc
  constructor
  · intro x
    fin_cases x <;> simp [abs_of_nonneg hd]
  · rw [hF, hF]
    show |((0 : ℝ) - 0) - (d - -d)| = 2 * d
    have e : ((0 : ℝ) - 0) - (d - -d) = -(2 * d) := by ring
    rw [e, abs_neg, abs_of_nonneg (by linarith)]

end

end UmbrellaBinningError
```

The error:

```
Main.lean:66:8: error: Tactic `rewrite` failed: Did not find an occurrence of the pattern
  freeEnergy ?m.314 β v ?m.318 (?m.318 1) - freeEnergy ?m.314 β v ?m.318 (?m.318 0)
in the target expression
  freeEnergy (fun x => 1 / 2) β v id 1 - freeEnergy (fun x => 1 / 2) β v id 0 = v 0 - v 1

β d : ℝ
hβ : 0 < β
hd : 0 ≤ d
hL : ∀ (v : Fin 2 → ℝ) (b : Fin 2), Real.log (binWeight (fun x => 1 / 2) β v id b) = Real.log (1 / 2) + β * v b
v : Fin 2 → ℝ
⊢ freeEnergy (fun x => 1 / 2) β v id 1 - freeEnergy (fun x => 1 / 2) β v id 0 = v 0 - v 1
Main.lean:66:33: error: unsolved goals
β d : ℝ
hβ : 0 < β
hd : 0 ≤ d
hL : ∀ (v : Fin 2 → ℝ) (b : Fin 2), Real.log (binWeight (fun x => 1 / 2) β v id b) = Real.log (1 / 2) + β * v b
v : Fin 2 → ℝ
x✝ : Fin 2
⊢ 0 < ?m.314 x✝
```

What went wrong. Both errors come from the call to `freeEnergy_sub` in `hF`, which leaves the weights `p`, the bin map `ξ` and the bins `a` and `b` to be inferred. From `⟨0, rfl⟩` and `⟨1, rfl⟩` Lean takes the bins to be `ξ 0` and `ξ 1` with `ξ` still unknown, so the pattern contains `?m.318 1` where the goal has plain `1`. Taking `ξ` to be `id` would leave `id 1` to be matched with `1`, and `rw` does not unfold `id` when it looks for a match. The second message shows the positivity goal with `p` still unknown, so there was no 1/2 for `norm_num` to check.

The repair gives `ξ`, `a` and `b` explicitly, so the pattern has the bins `1` and `0` as the goal does, and `rfl` only has to check that `id 0` is `0` and `id 1` is `1`. The new `hp` proves positivity for the constant weight 1/2, and passing it to the lemma also fixes `p`. The reworded comment is mere tidying.

After these edits no error is left:

```diff
@@ -59,10 +59,12 @@
       simp [binWeight, Finset.sum_filter]
     rw [hW, Real.log_mul (by norm_num) (Real.exp_ne_zero _), Real.log_exp]
-  -- with equal biased weights the free-energy difference is the bias difference
+  -- with equal biased weights, F(1) - F(0) equals v 0 - v 1
   have hF : ∀ v : Fin 2 → ℝ,
       freeEnergy (fun _ : Fin 2 => (1 / 2 : ℝ)) β v id (1 : Fin 2)
         - freeEnergy (fun _ : Fin 2 => (1 / 2 : ℝ)) β v id (0 : Fin 2) = v 0 - v 1 := by
     intro v
-    rw [freeEnergy_sub (fun _ => by norm_num) β v ⟨0, rfl⟩ ⟨1, rfl⟩, hL, hL]
+    have hp : ∀ x : Fin 2, 0 < (fun _ : Fin 2 => (1 / 2 : ℝ)) x := fun _ => by norm_num
+    rw [freeEnergy_sub (ξ := (id : Fin 2 → Fin 2)) (a := (0 : Fin 2)) (b := (1 : Fin 2))
+      hp β v ⟨0, rfl⟩ ⟨1, rfl⟩, hL, hL]
     have hc : 1 / β * β = 1 := one_div_mul_cancel hβ.ne'
     linear_combination (v 0 - v 1) * hc
```
